# In a basis of orthonormal polynomials, squaring the truncated position matrix gives the truncated x² except in the last diagonal entry

Let real polynomials $p_0,\dots,p_{m+1}$, with $\deg p_i=i$, be orthonormal for a linear functional $I$, and let $J_{ij}=I(x\,p_ip_j)$ for $0\le i,j\le m$. The matrix with entries $I(x^2p_ip_j)$ differs from $J^2$ only in its last diagonal entry, which is larger by $I(x\,p_mp_{m+1})^2>0$.

```lean
import Mathlib

open Polynomial
open scoped Matrix

namespace TruncatedPosition

noncomputable section

/-- The polynomials `p 0, …, p n` have degrees `0, …, n` and are orthonormal for the linear
functional `I`. -/
structure IsOrthonormalUpTo (I : ℝ[X] →ₗ[ℝ] ℝ) (p : ℕ → ℝ[X]) (n : ℕ) : Prop where
  natDegree_eq : ∀ i ≤ n, (p i).natDegree = i
  orthonormal : ∀ i ≤ n, ∀ j ≤ n, I (p i * p j) = if i = j then 1 else 0

/-- The matrix of multiplication by `f`, truncated to the first `n` basis polynomials. -/
def truncation (I : ℝ[X] →ₗ[ℝ] ℝ) (p : ℕ → ℝ[X]) (n : ℕ) (f : ℝ[X]) :
    Matrix (Fin n) (Fin n) ℝ :=
  Matrix.of fun i j => I (f * p i * p j)

/-- The polynomial wave function with amplitudes `c` in the first `n` basis polynomials. -/
def waveFunction (p : ℕ → ℝ[X]) {n : ℕ} (c : Fin n → ℝ) : ℝ[X] :=
  ∑ i, c i • p i

variable {I : ℝ[X] →ₗ[ℝ] ℝ} {p : ℕ → ℝ[X]} {n m : ℕ}

lemma coeff_self_ne_zero (h : IsOrthonormalUpTo I p n) {k : ℕ} (hk : k ≤ n) :
    (p k).coeff k ≠ 0 := by
  have hne : p k ≠ 0 := by
    intro h0
    have h1 := h.orthonormal k hk k hk
    simp [h0] at h1
  have h2 := leadingCoeff_ne_zero.mpr hne
  rwa [leadingCoeff, h.natDegree_eq k hk] at h2

lemma exists_coefficients (h : IsOrthonormalUpTo I p n) (k : ℕ) (hk : k ≤ n + 1) :
    ∀ q : ℝ[X], (∀ l, k ≤ l → q.coeff l = 0) →
      ∃ c : ℕ → ℝ, q = ∑ i ∈ Finset.range k, c i • p i := by
  induction k with
  | zero =>
    intro q hq
    refine ⟨fun _ => 0, ?_⟩
    ext l
    simp [hq l (Nat.zero_le l)]
  | succ k ih =>
    intro q hq
    have hlead := coeff_self_ne_zero h (show k ≤ n by omega)
    -- subtract the multiple of `p k` that removes the top coefficient
    obtain ⟨c, hc⟩ := ih (by omega) (q - (q.coeff k / (p k).coeff k) • p k) (by
      intro l hl
      rw [coeff_sub, coeff_smul, smul_eq_mul]
      rcases Nat.eq_or_lt_of_le hl with rfl | hlt
      · rw [div_mul_cancel₀ _ hlead, sub_self]
      · have hp : (p k).coeff l = 0 := coeff_eq_zero_of_natDegree_lt (by
          rw [h.natDegree_eq k (by omega)]; exact hlt)
        rw [hq l hlt, hp, mul_zero, sub_zero])
    refine ⟨fun i => if i = k then q.coeff k / (p k).coeff k else c i, ?_⟩
    have hs : ∑ i ∈ Finset.range k,
        (if i = k then q.coeff k / (p k).coeff k else c i) • p i
        = ∑ i ∈ Finset.range k, c i • p i := by
      refine Finset.sum_congr rfl fun i hi => ?_
      rw [if_neg (Finset.mem_range.mp hi).ne]
    rw [Finset.sum_range_succ, hs, ← hc]
    beta_reduce
    rw [if_pos rfl, sub_add_cancel]

/-- A polynomial of degree below `k` is the sum of its components along `p 0, …, p (k-1)`. -/
theorem expansion (h : IsOrthonormalUpTo I p n) {k : ℕ} (hk : k ≤ n + 1) {q : ℝ[X]}
    (hq : q.natDegree < k) : q = ∑ i ∈ Finset.range k, I (q * p i) • p i := by
  obtain ⟨c, hc⟩ := exists_coefficients h k hk q
    (fun l hl => coeff_eq_zero_of_natDegree_lt (lt_of_lt_of_le hq hl))
  have key : ∀ i ∈ Finset.range k, I (q * p i) = c i := by
    intro i hi
    have hi' := Finset.mem_range.mp hi
    have hterm : ∀ j ∈ Finset.range k, I (c j • p j * p i) = if j = i then c j else 0 := by
      intro j hj
      have hj' := Finset.mem_range.mp hj
      rw [smul_mul_assoc, map_smul, h.orthonormal j (by omega) i (by omega)]
      simp
    rw [hc, Finset.sum_mul, map_sum, Finset.sum_congr rfl hterm, Finset.sum_ite_eq', if_pos hi]
  exact hc.trans (Finset.sum_congr rfl fun i hi => by rw [key i hi])

/-- Inserting the basis `p 0, …, p (k-1)` between `q` and `r` is exact when `q` has degree
below `k`. -/
theorem insert_basis (h : IsOrthonormalUpTo I p n) {k : ℕ} (hk : k ≤ n + 1) {q : ℝ[X]}
    (hq : q.natDegree < k) (r : ℝ[X]) :
    I (q * r) = ∑ i ∈ Finset.range k, I (q * p i) * I (r * p i) := by
  conv_lhs => rw [expansion h hk hq]
  rw [Finset.sum_mul, map_sum]
  refine Finset.sum_congr rfl fun i _ => ?_
  rw [smul_mul_assoc, map_smul, smul_eq_mul, mul_comm (p i) r]

lemma orthogonal_of_lt (h : IsOrthonormalUpTo I p n) {k : ℕ} (hk : k ≤ n) {q : ℝ[X]}
    (hq : q.natDegree < k) : I (q * p k) = 0 := by
  rw [insert_basis h (by omega) hq]
  refine Finset.sum_eq_zero fun i hi => ?_
  have hi' := Finset.mem_range.mp hi
  rw [h.orthonormal k hk i (by omega), if_neg (by omega), mul_zero]

lemma natDegree_X_mul_lt (h : IsOrthonormalUpTo I p n) {i : ℕ} (hi : i ≤ n) :
    (X * p i).natDegree < i + 2 := by
  have h1 : (X * p i).natDegree ≤ (X : ℝ[X]).natDegree + (p i).natDegree := natDegree_mul_le
  rw [natDegree_X, h.natDegree_eq i hi] at h1
  omega

/-- The truncation of `x²` minus the square of the truncated position matrix vanishes except
for its last diagonal entry, the squared coupling to the first discarded polynomial. -/
theorem truncation_sq_sub_sq (h : IsOrthonormalUpTo I p (m + 1)) :
    truncation I p (m + 1) (X ^ 2) - truncation I p (m + 1) X ^ 2
      = Matrix.single (Fin.last m) (Fin.last m) (I (X * p m * p (m + 1)) ^ 2) := by
  ext i j
  -- only the last retained polynomial couples to `p (m + 1)`
  have hb : ∀ a : Fin (m + 1), a ≠ Fin.last m → I (X * p a * p (m + 1)) = 0 := by
    intro a ha
    have h1 : (a : ℕ) ≠ m := fun e => ha (Fin.ext e)
    have h2 := a.isLt
    have h3 := natDegree_X_mul_lt h (show (a : ℕ) ≤ m + 1 by omega)
    exact orthogonal_of_lt h le_rfl (by omega)
  have key : (truncation I p (m + 1) (X ^ 2) - truncation I p (m + 1) X ^ 2) i j
      = I (X * p i * p (m + 1)) * I (X * p j * p (m + 1)) := by
    have hi := i.isLt
    have hd := natDegree_X_mul_lt h (show (i : ℕ) ≤ m + 1 by omega)
    have hins := insert_basis h (k := m + 2) le_rfl (q := X * p i) (by omega) (X * p j)
    rw [Finset.sum_range_succ, Finset.sum_range] at hins
    have hx : (X ^ 2 * p i * p j : ℝ[X]) = X * p i * (X * p j) := by ring
    have hJ : (truncation I p (m + 1) X ^ 2) i j
        = ∑ k : Fin (m + 1), I (X * p i * p k) * I (X * p j * p k) := by
      rw [pow_two, Matrix.mul_apply]
      refine Finset.sum_congr rfl fun k _ => ?_
      simp only [truncation, Matrix.of_apply]
      rw [mul_right_comm X (p k) (p j)]
    rw [Matrix.sub_apply, hJ]
    simp only [truncation, Matrix.of_apply]
    rw [hx, hins]
    ring
  rw [key]
  by_cases hi : i = Fin.last m
  · by_cases hj : j = Fin.last m
    · subst hi hj
      simp [pow_two]
    · rw [hb j hj, mul_zero]
      simp [Ne.symm hj]
  · rw [hb i hi, zero_mul]
    simp [Ne.symm hi]

/-- If `p 0, …, p (m + 1)` have degrees `0, …, m + 1` and are orthonormal, the coupling between the
last retained polynomial `p m` and the first discarded one `p (m + 1)` is the ratio of their leading
coefficients, written here without division. -/
theorem coupling_mul_leadingCoeff (h : IsOrthonormalUpTo I p (m + 1)) :
    I (X * p m * p (m + 1)) * (p (m + 1)).leadingCoeff = (p m).leadingCoeff := by
  have hd := natDegree_X_mul_lt h (show m ≤ m + 1 by omega)
  have e := congrArg (fun q : ℝ[X] => q.coeff (m + 1)) (expansion h le_rfl hd)
  have hz : (∑ i ∈ Finset.range (m + 1), I (X * p m * p i) • p i).coeff (m + 1) = 0 := by
    rw [finsetSum_coeff]
    refine Finset.sum_eq_zero fun i hi => ?_
    have hi' := Finset.mem_range.mp hi
    rw [coeff_smul, coeff_eq_zero_of_natDegree_lt (by
      rw [h.natDegree_eq i (by omega)]; exact hi'), smul_zero]

  rw [coeff_X_mul, Finset.sum_range_succ, coeff_add, hz, zero_add, coeff_smul,
    smul_eq_mul] at e
  rw [leadingCoeff, leadingCoeff, h.natDegree_eq (m + 1) le_rfl, h.natDegree_eq m (by omega)]
  exact e.symm

/-- If `p 0, …, p (m + 1)` have degrees `0, …, m + 1` and are orthonormal, the truncation of `x²` to
the first `m + 1` of them differs from the square of the truncated position matrix. -/
theorem truncation_sq_ne_sq (h : IsOrthonormalUpTo I p (m + 1)) :
    truncation I p (m + 1) (X ^ 2) ≠ truncation I p (m + 1) X ^ 2 := by
  intro heq
  have h1 := truncation_sq_sub_sq h
  rw [heq, sub_self] at h1
  have h2 := congrFun (congrFun h1 (Fin.last m)) (Fin.last m)
  have h3 : I (X * p m * p (m + 1)) = 0 := by simpa using h2.symm
  have h4 := coupling_mul_leadingCoeff h
  rw [h3, zero_mul, leadingCoeff, h.natDegree_eq m (by omega)] at h4
  exact coeff_self_ne_zero h (by omega) h4.symm

lemma moment_eq_dotProduct (f : ℝ[X]) (c : Fin n → ℝ) :
    I (f * waveFunction p c ^ 2) = c ⬝ᵥ (truncation I p n f *ᵥ c) := by
  have hs : f * waveFunction p c ^ 2
      = ∑ i, ∑ j, (c i * c j) • (f * p i * p j) := by
    rw [waveFunction, pow_two, Finset.sum_mul_sum, Finset.mul_sum]
    refine Finset.sum_congr rfl fun i _ => ?_
    rw [Finset.mul_sum]
    refine Finset.sum_congr rfl fun j _ => ?_
    simp only [smul_eq_C_mul, C_mul]
    ring
  rw [hs]
  simp only [map_sum, map_smul, smul_eq_mul, dotProduct, Matrix.mulVec, truncation,
    Matrix.of_apply, Finset.mul_sum]
  refine Finset.sum_congr rfl fun i _ => Finset.sum_congr rfl fun j _ => ?_
  ring

/-- For a wave function in the truncated space, the second moment of position is the value given
by the squared position matrix plus the squared coupling times the squared last amplitude. -/
theorem second_moment (h : IsOrthonormalUpTo I p (m + 1)) (c : Fin (m + 1) → ℝ) :
    I (X ^ 2 * waveFunction p c ^ 2)
      = c ⬝ᵥ ((truncation I p (m + 1) X ^ 2) *ᵥ c)
        + I (X * p m * p (m + 1)) ^ 2 * c (Fin.last m) ^ 2 := by
  have hv : ∀ v : ℝ, Matrix.single (Fin.last m) (Fin.last m) v *ᵥ c
      = Pi.single (Fin.last m) (v * c (Fin.last m)) := by
    intro v
    ext i
    by_cases hi : Fin.last m = i
    · subst hi
      simp [Matrix.mulVec, dotProduct, Matrix.single_apply]
    · simp [Matrix.mulVec, dotProduct, hi, Ne.symm hi]
  rw [moment_eq_dotProduct, sub_eq_iff_eq_add'.mp (truncation_sq_sub_sq h), Matrix.add_mulVec,
    dotProduct_add, hv, dotProduct_single]
  ring

/-- A three-point average with nodes `-1, 0, 1` and weights `9/50, 32/50, 9/50`. -/
def threePoint : ℝ[X] →ₗ[ℝ] ℝ :=
  (9 / 50 : ℝ) • leval (-1) + (32 / 50 : ℝ) • leval 0 + (9 / 50 : ℝ) • leval 1

/-- The polynomials `1`, `5x/3` and `25x²/12 - 3/4`, the last one repeated from index two on. -/
def threePointPoly : ℕ → ℝ[X]
  | 0 => 1
  | 1 => C (5 / 3) * X
  | _ => C (25 / 12) * X ^ 2 - C (3 / 4)

/-- The three-point average and its polynomials of degrees zero, one and two satisfy the
orthonormality conditions. -/
theorem isOrthonormalUpTo_witness : IsOrthonormalUpTo threePoint threePointPoly 2 where
  natDegree_eq := by
    intro i hi
    interval_cases i
    · change (1 : ℝ[X]).natDegree = 0
      exact natDegree_one
    · change (C (5 / 3 : ℝ) * X).natDegree = 1
      exact natDegree_C_mul_X _ (by norm_num)
    · change (C (25 / 12 : ℝ) * X ^ 2 - C (3 / 4 : ℝ)).natDegree = 2
      rw [natDegree_sub_C]
      exact natDegree_C_mul_X_pow 2 _ (by norm_num)
  orthonormal := by
    intro i hi j hj
    interval_cases i <;> interval_cases j <;>
      simp [threePoint, threePointPoly, leval_apply] <;> norm_num

end

end TruncatedPosition
```

```lean
#print axioms TruncatedPosition.truncation_sq_sub_sq
-- 'TruncatedPosition.truncation_sq_sub_sq' depends on axioms: [propext, Classical.choice, Quot.sound]
#print axioms TruncatedPosition.truncation_sq_ne_sq
-- 'TruncatedPosition.truncation_sq_ne_sq' depends on axioms: [propext, Classical.choice, Quot.sound]
#print axioms TruncatedPosition.second_moment
-- 'TruncatedPosition.second_moment' depends on axioms: [propext, Classical.choice, Quot.sound]
```

## Matrices of size m + 1, hypotheses up to index m + 1

The functional `I : ℝ[X] →ₗ[ℝ] ℝ` plays the part of an integral against a weight, $I(f)=\int f(x)\,w(x)\,dx$, or of a weighted sum over nodes. Only its linearity is built in. Positivity is not assumed for all polynomials; orthonormality supplies it up to degree $m+1$, where $I(q^2)$ is a sum of squared components.

`IsOrthonormalUpTo I p n` says that $\deg p_i=i$ and $I(p_ip_j)=\delta_{ij}$ for all indices up to and including `n`. The sequence `p` is defined on all natural numbers, but nothing is required of its later members. `truncation I p n f` is the $n\times n$ matrix with entries $I(f\,p_ip_j)$, whose indices run from $0$ to $n-1$.

The main theorem, `truncation_sq_sub_sq`, takes matrices of size $m+1$ and orthonormality up to index $m+1$. There are thus $m+1$ retained polynomials, and $p_{m+1}$ is the first discarded one. The smallest case, $m=0$, has $1\times1$ matrices. In the statement, `truncation I p (m + 1) (X ^ 2)` is the matrix of the polynomial $x^2$, whereas `truncation I p (m + 1) X ^ 2` is the matrix square $J^2$. The right-hand side, built with `Matrix.single`, has one entry at position $(m,m)$ and zeros elsewhere.

Two further theorems describe that entry. With $\kappa_i$ the leading coefficient of $p_i$, `coupling_mul_leadingCoeff` states
$$I(x\,p_mp_{m+1})\,\kappa_{m+1}=\kappa_m .$$
Since $\kappa_m\neq0$, the coupling is nonzero, and `truncation_sq_ne_sq` concludes that the two matrices are never equal.

## A particle in a polynomial basis

For a positive weight $w$, the functions $p_i(x)\sqrt{w(x)}$ are orthonormal states of one particle on a line, and $J$ is the position operator projected onto the first $m+1$ of them. Multiplying the last retained state by $x$ produces a component outside the space. The matrix of $x^2$ includes the excursion to $p_{m+1}$ and back; $J^2$ projects after the first step and loses it.

For real amplitudes $c_0,\dots,c_m$, put $\psi=\sum_i c_ip_i$, which is `waveFunction p c`; the state on the line is $\psi(x)\sqrt{w(x)}$. The theorem `second_moment` reads
$$I(x^2\psi^2)=c^{\mathsf T}J^2c+I(x\,p_mp_{m+1})^2\,c_m^2 .$$
The amplitudes need not be normalised. The expectation value of $x^2$ follows on dividing both sides by $I(\psi^2)=\sum_i c_i^2$, for $c\neq0$. The matrix square therefore underestimates the spread about the origin whenever the last amplitude is nonzero, and is exact when it vanishes.

This bears on one-dimensional basis-set calculations that evaluate a potential as a function of the truncated position matrix: for a harmonic potential $\tfrac12Kx^2$ with force constant $K$, in an orthonormal polynomial basis, the resulting matrix is wrong only in its last diagonal entry, by $-\tfrac12K\,I(x\,p_mp_{m+1})^2$. The theorems treat only the square of position, with real polynomials in one variable; they give no error formula for other potentials or for energy levels.

## One term beyond the matrix product

**Expansion.** Let $q$ have degree below $k$, with $k\le m+2$. The polynomial $p_{k-1}$ has a nonzero coefficient of $x^{k-1}$, so subtracting a suitable multiple of it removes the top term of $q$. Repeating this down to degree zero gives $q=\sum_{i<k}c_ip_i$. Multiplying by $p_i$ and applying $I$ gives $c_i=I(q\,p_i)$, hence
$$q=\sum_{i<k}I(q\,p_i)\,p_i .$$

In the file, `coeff_self_ne_zero` provides the nonzero coefficient. It uses the normalisation to exclude $p_k=0$, because Lean assigns the zero polynomial degree $0$ and the degree condition alone would admit $p_0=0$. The induction that removes top terms is `exists_coefficients`, and `expansion` identifies the coefficients.

**Inserting the basis.** Multiply the expansion by any polynomial $r$ and apply $I$:
$$I(q\,r)=\sum_{i<k}I(q\,p_i)\,I(r\,p_i).$$
This is `insert_basis`. Only $q$ needs a degree bound. Choosing $r=p_k$, with $k\le m+1$, makes every factor $I(p_kp_i)$ on the right vanish, so $p_k$ is orthogonal to all polynomials of lower degree. This is `orthogonal_of_lt`.

**The difference of the matrices.** The polynomial $x\,p_i$ has degree at most $i+1$, which is the bound in `natDegree_X_mul_lt`; for $i\le m$ this is at most $m+1$. Take $q=x\,p_i$, $r=x\,p_j$ and $k=m+2$, and write $b_i=I(x\,p_ip_{m+1})$. Splitting off the last term of the sum gives
$$I(x^2p_ip_j)=\sum_{l=0}^{m}J_{il}J_{jl}+b_ib_j=(J^2)_{ij}+b_ib_j,$$
where the last step uses $J_{jl}=J_{lj}$. If $i<m$, then $x\,p_i$ has degree below $m+1$ and $b_i=0$. The product $b_ib_j$ therefore survives only for $i=j=m$, where it equals $b_m^2$.

The proof of `truncation_sq_sub_sq` follows the same route. Its statement `hb` is the vanishing of $b_i$ for $i\neq m$, `key` is the identity with the product $b_ib_j$, and the final case distinction compares each entry with the single-entry matrix.

**The coupling.** Expand $x\,p_m$ in $p_0,\dots,p_{m+1}$ and compare coefficients of $x^{m+1}$. On the left this is $\kappa_m$. On the right only $p_{m+1}$ reaches that degree, and it contributes $b_m\kappa_{m+1}$. Hence $b_m\kappa_{m+1}=\kappa_m\neq0$. If the two matrices were equal, $b_m^2$ would be zero, which contradicts this.

**The second moment.** Expanding the square of $\psi$ gives, for every polynomial $f$,
$$I(f\psi^2)=\sum_{i,j}c_ic_j\,I(f\,p_ip_j),$$
which is `moment_eq_dotProduct`. Setting $f=x^2$ and replacing its matrix by $J^2$ plus the corner entry produces the extra term $b_m^2c_m^2$.

## Three nodes worked by hand

The functional `threePoint` is
$$I(f)=\tfrac{9}{50}f(-1)+\tfrac{32}{50}f(0)+\tfrac{9}{50}f(1),$$
with polynomials $p_0=1$, $p_1=\tfrac53x$ and $p_2=\tfrac{25}{12}x^2-\tfrac34$. The theorem `isOrthonormalUpTo_witness` confirms that they satisfy the hypotheses up to index $2$, so $m=1$ is allowed.

Odd moments vanish, and $I(x^2)=I(x^4)=\tfrac{9}{25}$. Thus $J_{00}=J_{11}=0$ and $J_{01}=\tfrac53\cdot\tfrac{9}{25}=\tfrac35$, while $I(x^2p_1^2)=\tfrac{25}{9}\cdot\tfrac{9}{25}=1$. The two matrices are
$$\bigl(I(x^2p_ip_j)\bigr)=\begin{pmatrix}\tfrac{9}{25}&0\\0&1\end{pmatrix},\qquad J^2=\begin{pmatrix}\tfrac{9}{25}&0\\0&\tfrac{9}{25}\end{pmatrix}.$$
They differ by $\tfrac{16}{25}$ in the last diagonal entry. Since $p_2(\pm1)=\tfrac43$, the coupling is $I(x\,p_1p_2)=\tfrac53\cdot\tfrac{9}{25}\cdot\tfrac43=\tfrac45$, whose square is $\tfrac{16}{25}$. The ratio of leading coefficients, $\tfrac53\big/\tfrac{25}{12}=\tfrac45$, agrees.

## Orthonormality must include the first discarded polynomial

Because the matrices contain only $p_0,\dots,p_m$, one may be led to require orthonormality only up to index $m$. The claim that the matrices always differ would then be false. Take the three-node functional with $m=2$. The polynomials $p_0,p_1,p_2$ already span all functions on the three nodes, so multiplication by $x$ never leaves the space and the matrix of $x^2$ equals $J^2$. A cubic orthogonal to all three polynomials vanishes at every node, so it has $I(p_3^2)=0$ and cannot be normalised. The hypothesis up to $m+1$ excludes this case.
